# For Hermitian matrices and couplings $0 \le a < b$, the ground-state kinetic energy of $T + gV$ at $b$ is never below that at $a$

## Does scaling up the Coulomb interaction cost kinetic energy?

I study $N$ electrons in a periodic cell with a neutralising background, and I scale the whole Coulomb term by a real factor $g$. The Hamiltonian is $H(g) = T + gV$, with $T$ the kinetic energy and $V$ the interaction; $g = 0$ is the free gas and $g = 1$ is jellium. Intuitively the electrons avoid each other more as $g$ grows from zero, which lowers $\langle V\rangle$ and costs kinetic energy. I would like a rigorous, machine-checked version in a finite basis: for $0 \le a < b$ and unit ground vectors $\psi$ of $H(a)$ and $\chi$ of $H(b)$, is $\langle V\rangle_\chi \le \langle V\rangle_\psi$ and $\langle T\rangle_\chi \ge \langle T\rangle_\psi$? Does degeneracy or the sign of $a$ matter?

## Each ground vector as trial vector for the other Hamiltonian

Both inequalities hold for any Hermitian matrices $T$ and $V$, degenerate or not, and the sign of $a$ matters only for the second. Write $\langle A\rangle_x = \operatorname{Re}\, x^\dagger A x$ for a matrix $A$ and a vector $x$, so that $\langle H(g)\rangle_x = \langle T\rangle_x + g\langle V\rangle_x$.

The tool is the variational principle. Let $H$ be Hermitian with lowest eigenvalue $E$, and put $S = H - E\mathbb{1}$. An eigenvalue $\mu$ of $S$ gives the eigenvalue $\mu + E \ge E$ of $H$, so $\mu \ge 0$. Expand a unit vector as $x = \sum_j c_j u_j$ in orthonormal eigenvectors $u_j$ of $S$ with eigenvalues $\mu_j$. Then
$$\langle H\rangle_x - E = x^\dagger S x = \sum_j \mu_j |c_j|^2 \ge 0 .$$
Equality forces $\mu_j c_j = 0$ for every $j$, hence $Sx = 0$, and $x$ is itself a ground vector.

Let $E_a$ and $E_b$ be the two ground energies, and set $D = \langle V\rangle_\psi - \langle V\rangle_\chi$ and $\Delta T = \langle T\rangle_\chi - \langle T\rangle_\psi$. Trying $\chi$ in $H(a)$ and $\psi$ in $H(b)$ gives
$$E_a = \langle T\rangle_\psi + a\langle V\rangle_\psi \le \langle T\rangle_\chi + a\langle V\rangle_\chi, \qquad E_b = \langle T\rangle_\chi + b\langle V\rangle_\chi \le \langle T\rangle_\psi + b\langle V\rangle_\psi .$$
The first rearranges to $aD \le \Delta T$ and the second to $\Delta T \le bD$, for any real $a$ and $b$. Together they give $(b-a)D \ge 0$, so $a < b$ yields $D \ge 0$. With $a \ge 0$ it follows that $\Delta T \ge aD \ge 0$.

For the equality case take any $a \ne b$. If $D = 0$, the two bounds give $\Delta T = 0$, so $\langle H(a)\rangle_\chi = E_a$ and $\langle H(b)\rangle_\psi = E_b$, and each vector is a ground vector of both Hamiltonians. Conversely, if each is a ground vector of both, the two trial inequalities are equalities, $aD = \Delta T = bD$, and $a \neq b$ gives $D = 0$.

```lean
import Mathlib

open Matrix
open scoped ComplexOrder

namespace CouplingMonotonicity

noncomputable section

variable {n : Type*} [Fintype n] [DecidableEq n]

/-- The expectation value `Re ⟨x, A x⟩` of the operator `A` in the vector `x`. -/
def expect (A : Matrix n n ℂ) (x : n → ℂ) : ℝ := (star x ⬝ᵥ A *ᵥ x).re

/-- The Hamiltonian `T + g V` at real coupling strength `g`. -/
def hamiltonian (T V : Matrix n n ℂ) (g : ℝ) : Matrix n n ℂ := T + g • V

/-- `ψ` is a unit eigenvector of `H` with eigenvalue `E`, and no real eigenvalue of `H`
lies below `E`. -/
structure IsGround (H : Matrix n n ℂ) (E : ℝ) (ψ : n → ℂ) : Prop where
  unit : star ψ ⬝ᵥ ψ = 1
  eigen : H *ᵥ ψ = E • ψ
  lowest : ∀ (μ : ℝ) (v : n → ℂ), v ≠ 0 → H *ᵥ v = μ • v → E ≤ μ

omit [DecidableEq n] in
/-- The expectation value of `T + g V` is `⟨T⟩ + g ⟨V⟩`. -/
theorem expect_hamiltonian (T V : Matrix n n ℂ) (g : ℝ) (x : n → ℂ) :
    expect (hamiltonian T V g) x = expect T x + g * expect V x := by
  unfold expect hamiltonian
  rw [add_mulVec, smul_mulVec, dotProduct_add, dotProduct_smul, Complex.add_re,
    Complex.real_smul, Complex.re_ofReal_mul]

omit [Fintype n] [DecidableEq n] in
/-- For Hermitian `T`, `V` and real coupling, `T + g V` is Hermitian. -/
theorem hamiltonian_isHermitian {T V : Matrix n n ℂ} (hT : T.IsHermitian)
    (hV : V.IsHermitian) (g : ℝ) : (hamiltonian T V g).IsHermitian := by
  unfold hamiltonian Matrix.IsHermitian
  rw [conjTranspose_add, conjTranspose_smul, hT.eq, hV.eq, star_trivial]

/-- Variational principle: for Hermitian `H` with ground vector `ψ` of energy `E`, one has
`⟨H⟩_ψ = E`, every unit vector has `⟨H⟩ ≥ E`, and a unit vector with `⟨H⟩ = E` is itself
a ground vector. -/
theorem variational_principle {H : Matrix n n ℂ} {E : ℝ} {ψ : n → ℂ} (hH : H.IsHermitian)
    (h : IsGround H E ψ) :
    expect H ψ = E ∧ ∀ x : n → ℂ, star x ⬝ᵥ x = 1 →
      E ≤ expect H x ∧ (expect H x = E → IsGround H E x) := by
  have hS : (H - E • (1 : Matrix n n ℂ)).IsHermitian := by
    unfold Matrix.IsHermitian
    rw [conjTranspose_sub, conjTranspose_smul, conjTranspose_one, hH.eq, star_trivial]
  have hact : ∀ v : n → ℂ, (H - E • (1 : Matrix n n ℂ)) *ᵥ v = H *ᵥ v - E • v := by
    intro v
    rw [sub_mulVec, smul_mulVec, one_mulVec]
  -- an eigenvalue `μ` of `H - E` gives the eigenvalue `μ + E ≥ E` of `H`
  have hP : (H - E • (1 : Matrix n n ℂ)).PosSemidef := by
    rw [hS.posSemidef_iff_eigenvalues_nonneg]
    intro j
    obtain ⟨v, hv0, hv⟩ : ∃ v : n → ℂ, v ≠ 0 ∧
        (H - E • (1 : Matrix n n ℂ)) *ᵥ v = hS.eigenvalues j • v := by
      refine ⟨(hS.eigenvectorBasis j).ofLp, ?_, hS.mulVec_eigenvectorBasis j⟩
      intro h0
      apply hS.eigenvectorBasis.orthonormal.ne_zero j
      ext i
      exact congrFun h0 i
    have hle := h.lowest (hS.eigenvalues j + E) v hv0
      (by rw [add_smul, ← hv, hact, sub_add_cancel])
    show (0 : ℝ) ≤ hS.eigenvalues j
    linarith
  refine ⟨?_, fun x hx => ?_⟩
  · unfold expect
    rw [h.eigen, dotProduct_smul, h.unit]
    simp
  · have hre : (star x ⬝ᵥ (H - E • (1 : Matrix n n ℂ)) *ᵥ x).re = expect H x - E := by
      unfold expect
      rw [hact, dotProduct_sub, dotProduct_smul, hx, Complex.sub_re]
      simp
    obtain ⟨h1, h2⟩ := Complex.le_def.mp (hP.dotProduct_mulVec_nonneg x)
    rw [hre, Complex.zero_re] at h1
    refine ⟨by linarith, fun he => ⟨hx, ?_, h.lowest⟩⟩
    -- a null vector of the positive form lies in the kernel of `H - E`
    have hz : star x ⬝ᵥ (H - E • (1 : Matrix n n ℂ)) *ᵥ x = 0 :=
      Complex.ext (by rw [hre, he, sub_self, Complex.zero_re]) h2.symm
    have hk := (hP.dotProduct_mulVec_zero_iff x).mp hz
    rw [hact] at hk
    exact sub_eq_zero.mp hk

variable {T V : Matrix n n ℂ} {a b Ea Eb : ℝ} {ψ χ : n → ℂ}

/-- For ground vectors `ψ` of `T + a V` and `χ` of `T + b V`, the change `⟨T⟩_χ - ⟨T⟩_ψ` is at
least `a` times and at most `b` times `⟨V⟩_ψ - ⟨V⟩_χ`. -/
theorem kinetic_change_bounds (hT : T.IsHermitian) (hV : V.IsHermitian)
    (hψ : IsGround (hamiltonian T V a) Ea ψ) (hχ : IsGround (hamiltonian T V b) Eb χ) :
    a * (expect V ψ - expect V χ) ≤ expect T χ - expect T ψ ∧
      expect T χ - expect T ψ ≤ b * (expect V ψ - expect V χ) := by
  obtain ⟨ea, va⟩ := variational_principle (hamiltonian_isHermitian hT hV a) hψ
  obtain ⟨eb, vb⟩ := variational_principle (hamiltonian_isHermitian hT hV b) hχ
  -- each ground vector is a trial vector for the other Hamiltonian
  have h1 := (va χ hχ.unit).1
  have h2 := (vb ψ hψ.unit).1
  rw [expect_hamiltonian] at ea eb h1 h2
  constructor <;> linarith

/-- For `0 ≤ a < b` and ground vectors `ψ` of `T + a V` and `χ` of `T + b V`, one has
`⟨V⟩_χ ≤ ⟨V⟩_ψ` and `⟨T⟩_ψ ≤ ⟨T⟩_χ`. -/
theorem coupling_monotonicity (hT : T.IsHermitian) (hV : V.IsHermitian) (ha : 0 ≤ a)
    (hab : a < b) (hψ : IsGround (hamiltonian T V a) Ea ψ)
    (hχ : IsGround (hamiltonian T V b) Eb χ) :
    expect V χ ≤ expect V ψ ∧ expect T ψ ≤ expect T χ := by
  obtain ⟨h1, h2⟩ := kinetic_change_bounds hT hV hψ hχ
  -- `(b - a) D ≥ 0` forces `D ≥ 0`
  have hD : 0 ≤ expect V ψ - expect V χ := by
    by_contra hneg
    have := mul_pos (sub_pos.2 hab) (neg_pos.2 (not_le.mp hneg))
    linarith
  have := mul_nonneg ha hD
  constructor <;> linarith

/-- For `a ≠ b`, the two ground vectors have the same `⟨V⟩` exactly when `χ` is also a ground
vector of `T + a V` and `ψ` is also a ground vector of `T + b V`. -/
theorem potential_eq_iff (hT : T.IsHermitian) (hV : V.IsHermitian) (hab : a ≠ b)
    (hψ : IsGround (hamiltonian T V a) Ea ψ) (hχ : IsGround (hamiltonian T V b) Eb χ) :
    expect V χ = expect V ψ ↔
      IsGround (hamiltonian T V a) Ea χ ∧ IsGround (hamiltonian T V b) Eb ψ := by
  have hA := hamiltonian_isHermitian hT hV a
  have hB := hamiltonian_isHermitian hT hV b
  obtain ⟨ea, va⟩ := variational_principle hA hψ
  obtain ⟨eb, vb⟩ := variational_principle hB hχ
  rw [expect_hamiltonian] at ea eb
  constructor
  · intro he
    obtain ⟨h1, h2⟩ := kinetic_change_bounds hT hV hψ hχ
    rw [he, sub_self, mul_zero] at h1 h2
    have hk : expect T χ = expect T ψ := by linarith
    refine ⟨(va χ hχ.unit).2 ?_, (vb ψ hψ.unit).2 ?_⟩
    · rw [expect_hamiltonian, hk, he, ea]
    · rw [expect_hamiltonian, ← hk, ← he, eb]
  · rintro ⟨h1, h2⟩
    have e1 := (variational_principle hA h1).1
    have e2 := (variational_principle hB h2).1
    rw [expect_hamiltonian] at e1 e2
    apply mul_left_cancel₀ (sub_ne_zero.2 hab)
    linear_combination e1 - ea + e2 - eb

/-- The two-level kinetic operator `diag(-7, 7)`. -/
def T₀ : Matrix (Fin 2) (Fin 2) ℂ := !![-7, 0; 0, 7]

/-- The two-level interaction, coupling the two levels with unit strength. -/
def V₀ : Matrix (Fin 2) (Fin 2) ℂ := !![0, 1; 1, 0]

/-- The two-level vector with real components `c` and `s`. -/
def state (c s : ℝ) : Fin 2 → ℂ := ![(c : ℂ), (s : ℂ)]

/-- In the two-level model `⟨T₀⟩ = 7 (s² - c²)` and `⟨V₀⟩ = 2 c s`. -/
theorem two_level_expect (c s : ℝ) :
    expect T₀ (state c s) = 7 * (s ^ 2 - c ^ 2) ∧ expect V₀ (state c s) = 2 * c * s := by
  constructor <;>
    simp [expect, T₀, V₀, state, mulVec, dotProduct, Fin.sum_univ_two] <;> ring

/-- A real unit vector solving the two eigenvalue equations of `T₀ + g V₀` with `E ≤ 0` is a
ground vector. -/
theorem two_level_ground {g E c s : ℝ} (hn : c ^ 2 + s ^ 2 = 1)
    (h0 : -7 * c + g * s = E * c) (h1 : g * c + 7 * s = E * s) (hE : E ≤ 0) :
    IsGround (hamiltonian T₀ V₀ g) E (state c s) := by
  have hE2 : E ^ 2 = 49 + g ^ 2 := by
    linear_combination (-(E ^ 2 - 49 - g ^ 2)) * hn + c * (-(E - 7) * h0 - g * h1)
      + s * (-(E + 7) * h1 - g * h0)
  have r0 : ∀ v : Fin 2 → ℂ, (hamiltonian T₀ V₀ g *ᵥ v) 0 = -7 * v 0 + g * v 1 := by
    intro v
    simp [hamiltonian, T₀, V₀, mulVec, dotProduct, Fin.sum_univ_two]
  have r1 : ∀ v : Fin 2 → ℂ, (hamiltonian T₀ V₀ g *ᵥ v) 1 = g * v 0 + 7 * v 1 := by
    intro v
    simp [hamiltonian, T₀, V₀, mulVec, dotProduct, Fin.sum_univ_two]
  refine ⟨?_, ?_, fun μ v hv h => ?_⟩
  · have hc : (c : ℂ) ^ 2 + (s : ℂ) ^ 2 = 1 := by exact_mod_cast hn
    simp [state, dotProduct, Fin.sum_univ_two]
    linear_combination hc
  · have c0 : -7 * (c : ℂ) + g * s = E * c := by exact_mod_cast h0
    have c1 : (g : ℂ) * c + 7 * s = E * s := by exact_mod_cast h1
    ext i
    fin_cases i
    · exact (r0 _).trans c0
    · exact (r1 _).trans c1
  · have k0 : -7 * v 0 + g * v 1 = μ * v 0 := (r0 v).symm.trans (congrFun h 0)
    have k1 : g * v 0 + 7 * v 1 = μ * v 1 := (r1 v).symm.trans (congrFun h 1)
    -- secular equation: every eigenvalue has `μ² = 49 + g²`
    have hμ : μ ^ 2 = 49 + g ^ 2 := by
      by_contra hne
      have hc : (μ : ℂ) ^ 2 - 49 - (g : ℂ) ^ 2 ≠ 0 := by
        intro hc
        have hz : ((μ ^ 2 - 49 - g ^ 2 : ℝ) : ℂ) = 0 := by push_cast; exact hc
        have := Complex.ofReal_eq_zero.mp hz
        exact hne (by linarith)
      have e0 : ((μ : ℂ) ^ 2 - 49 - (g : ℂ) ^ 2) * v 0 = 0 := by
        linear_combination (-((μ : ℂ) - 7)) * k0 - g * k1
      have e1 : ((μ : ℂ) ^ 2 - 49 - (g : ℂ) ^ 2) * v 1 = 0 := by
        linear_combination (-((μ : ℂ) + 7)) * k1 - g * k0
      apply hv
      ext i
      fin_cases i
      · exact (mul_eq_zero.mp e0).resolve_left hc
      · exact (mul_eq_zero.mp e1).resolve_left hc
    by_contra hlt
    have hlt' := not_le.mp hlt
    nlinarith [mul_pos (sub_pos.2 hlt') (by linarith : 0 < -μ - E)]

/-- The Hermitian pair `T₀`, `V₀` has ground vectors `(1, 0)` at coupling `0` and
`(4/5, -3/5)` at coupling `24`; between them `⟨V₀⟩` strictly falls and `⟨T₀⟩` strictly rises. -/
theorem coupling_monotonicity_witness :
    T₀.IsHermitian ∧ V₀.IsHermitian ∧
      IsGround (hamiltonian T₀ V₀ 0) (-7) (state 1 0) ∧
      IsGround (hamiltonian T₀ V₀ 24) (-25) (state (4 / 5) (-3 / 5)) ∧
      expect V₀ (state (4 / 5) (-3 / 5)) < expect V₀ (state 1 0) ∧
      expect T₀ (state 1 0) < expect T₀ (state (4 / 5) (-3 / 5)) := by
  refine ⟨?_, ?_, ?_, ?_, ?_, ?_⟩
  · ext i j
    fin_cases i <;> fin_cases j <;> simp [T₀, conjTranspose_apply]
  · ext i j
    fin_cases i <;> fin_cases j <;> simp [V₀, conjTranspose_apply]
  · apply two_level_ground <;> norm_num
  · apply two_level_ground <;> norm_num
  · rw [(two_level_expect _ _).2, (two_level_expect _ _).2]
    norm_num
  · rw [(two_level_expect _ _).1, (two_level_expect _ _).1]
    norm_num

/-- In the two-level model, raising the coupling from `-24` to `0` takes the ground vector
`(4/5, 3/5)` to `(1, 0)` and strictly lowers `⟨T₀⟩`. -/
theorem kinetic_falls_from_negative_coupling :
    IsGround (hamiltonian T₀ V₀ (-24)) (-25) (state (4 / 5) (3 / 5)) ∧
      IsGround (hamiltonian T₀ V₀ 0) (-7) (state 1 0) ∧
      expect T₀ (state 1 0) < expect T₀ (state (4 / 5) (3 / 5)) := by
  refine ⟨?_, ?_, ?_⟩
  · apply two_level_ground <;> norm_num
  · apply two_level_ground <;> norm_num
  · rw [(two_level_expect _ _).1, (two_level_expect _ _).1]
    norm_num

end

end CouplingMonotonicity
```

```lean
#print axioms CouplingMonotonicity.coupling_monotonicity
#print axioms CouplingMonotonicity.potential_eq_iff
#print axioms CouplingMonotonicity.kinetic_falls_from_negative_coupling
```

```
'CouplingMonotonicity.coupling_monotonicity' depends on axioms: [propext, Classical.choice, Quot.sound]
'CouplingMonotonicity.potential_eq_iff' depends on axioms: [propext, Classical.choice, Quot.sound]
'CouplingMonotonicity.kinetic_falls_from_negative_coupling' depends on axioms: [propext, Classical.choice, Quot.sound]
```

## Matrices, ground vectors and the range of the theorems

The index type `n` labels a finite orthonormal basis, for instance determinants of plane waves below a cutoff. Vectors are `n → ℂ`, and `star x ⬝ᵥ A *ᵥ x` is $x^\dagger A x$. The definition `expect` takes its real part without dividing by the norm, which is harmless because every vector compared is a unit vector. `IsGround H E ψ` has three fields: `unit` is $\psi^\dagger\psi = 1$, `eigen` is $H\psi = E\psi$, and `lowest` says that every real eigenvalue with a nonzero eigenvector is at least $E$. Minimality of the expectation value is therefore derived and not built in. Uniqueness is not required, so $\psi$ and $\chi$ may be any members of degenerate ground spaces.

`coupling_monotonicity` assumes `hT` and `hV` (both operators are observables), `ha : 0 ≤ a` and `hab : a < b`. For the gas, `ha` says that the weaker coupling has the physical sign or vanishes, so the electrons are not made to attract. The conclusion is the pair of non-strict inequalities; for $1 \times 1$ matrices both are equalities. No positivity of $T$ or $V$ and no commutation are assumed, so "kinetic" is only a name for the term that $g$ leaves fixed.

With $a = 0$ and $b = 1$ the theorem says that, for a finite cell and a fixed finite basis, the interacting ground state has at least the kinetic energy of the free one, so the kinetic part of the correlation energy is non-negative in that model when it is measured from the free-gas ground state in the same basis. Unbounded operators, the complete-basis limit and the thermodynamic limit are not treated. Neither is the fixed-density adiabatic connection of an inhomogeneous system, where the external potential also changes with $g$.

## From the positive semidefinite form to the inequalities

`expect_hamiltonian` is the linearity in $g$, and `hamiltonian_isHermitian` uses that $g$ is real. In `variational_principle`, `hP` shows $S$ positive semidefinite through `posSemidef_iff_eigenvalues_nonneg`, applying `h.lowest` to `hS.eigenvalues j + E`. The expansion in the $u_j$ is replaced by two Mathlib lemmas: `dotProduct_mulVec_nonneg` gives $x^\dagger S x \ge 0$, and `dotProduct_mulVec_zero_iff` turns $x^\dagger S x = 0$ into $Sx = 0$. The identity `hre` is $\operatorname{Re}\,x^\dagger S x = \langle H\rangle_x - E$.

In `kinetic_change_bounds`, `h1` and `h2` are the two trial inequalities and `linarith` rearranges them. `coupling_monotonicity` gets `hD` by contradiction, since $D < 0$ would make $(b-a)(-D)$ positive, and `mul_nonneg ha hD` is $aD \ge 0$, the only use of `ha`. `potential_eq_iff` uses the equality clause of the variational principle in one direction. In the other, `linear_combination` combines the four energy equations, two added and two subtracted, to give $(a-b)\langle V\rangle_\chi = (a-b)\langle V\rangle_\psi$, and the factor $a - b$ is cancelled.

## A two-level model at couplings $-24$, $0$ and $24$

Take $T_0 = \operatorname{diag}(-7, 7)$ and $V_0 = \sigma_x$, the Pauli matrix with unit off-diagonal entries. This is a toy model and $T_0$ is not positive as a true kinetic energy would be; adding $7\cdot\mathbb{1}$ to $T_0$ makes it non-negative and changes neither the ground vectors nor $D$ and $\Delta T$. For the real vector $(c, s)$, `state c s`, the lemma `two_level_expect` gives $\langle T_0\rangle = 7(s^2 - c^2)$ and $\langle V_0\rangle = 2cs$. An eigenvector $(v_0, v_1)$ with eigenvalue $\mu$ obeys $-7v_0 + gv_1 = \mu v_0$ and $gv_0 + 7v_1 = \mu v_1$. Elimination gives $(\mu^2 - 49 - g^2)v_i = 0$ for $i = 0, 1$, hence $\mu^2 = 49 + g^2$. `two_level_ground` concludes that a unit solution with $E \le 0$ is a ground vector, because $\mu < E \le 0$ would give $\mu^2 > E^2$.

At $g = 0$ the ground vector is $(1, 0)$ with $E = -7$, $\langle T_0\rangle = -7$ and $\langle V_0\rangle = 0$. At $g = 24$ one has $E = -25$, and $-7c + 24s = -25c$ gives $s = -3c/4$, so $(c, s) = (4/5, -3/5)$, $\langle T_0\rangle = -49/25$ and $\langle V_0\rangle = -24/25$. For $a = 0$, $b = 24$ this means $D = 24/25$ and $\Delta T = 126/25$, and the bounds read $0 \le 126/25 \le 576/25$. `coupling_monotonicity_witness` states that both conclusions of `coupling_monotonicity` are strict here: $\langle V_0\rangle$ strictly falls and $\langle T_0\rangle$ strictly rises.

At $g = -24$ the ground vector is $(4/5, 3/5)$, with $\langle T_0\rangle = -49/25$ and $\langle V_0\rangle = 24/25$. For $a = -24$, $b = 0$ one finds $D = 24/25$ and $\Delta T = -126/25$. The interaction expectation still falls, but so does the kinetic energy, and `kinetic_falls_from_negative_coupling` records the latter. The kinetic inequality can thus fail for negative $a$.

## Bounds on the change of the ground energy

The same two trial inequalities can be written as $E_b \le E_a + (b-a)\langle V\rangle_\psi$ and $E_a \le E_b - (b-a)\langle V\rangle_\chi$, that is
$$(b-a)\langle V\rangle_\chi \le E_b - E_a \le (b-a)\langle V\rangle_\psi ,$$
a finite-difference counterpart of the Hellmann–Feynman relation that needs no derivative. This rearrangement is not among the Lean theorems above. For $a = 0$, $b = 24$ in the model it reads $-576/25 \le -18 \le 0$.
